# A uniaxial magnet with two anisotropy constants has an easy cone exactly when $-2K_2<K_1<0$

To find the preferred magnetization direction of a uniaxial magnet, one can compute its energy with the magnetization along the symmetry axis and again in the basal plane, and compare. If some tilted direction lies below both, the comparison picks the wrong state. In a model with two anisotropy constants and no in-plane anisotropy, the signs of $K_1$ and $K_1+2K_2$ settle whether this happens, and the two computed energies do not.

In Lean 4 with Mathlib:

```lean
import Mathlib

open Real

namespace EasyConeAnisotropy

noncomputable section
```

## An energy with two constants and one angle

Let $t$ be the angle between magnetization and symmetry axis, and let $K_1,K_2$ be real anisotropy constants in a common energy unit. The model is

$$E(t)=K_1\sin^2 t+K_2\sin^4 t .$$

Positive $K_1$ favours the axis near $t=0$. The magnetization is uniform, and field, exchange and separate magnetostatic terms are absent.

```lean
/-- Uniaxial anisotropy energy with constants `K1` and `K2`, for a magnetization at angle `t`
to the symmetry axis. -/
def anisotropyEnergy (K1 K2 t : ℝ) : ℝ := K1 * sin t ^ 2 + K2 * sin t ^ 4
```

`HasEasyCone` takes any function of a real angle and says that some angle lies strictly below both reference directions. Strictness matters: with `≤`, the axis itself would qualify whenever it is no higher than the plane.

```lean
/-- Some angle has energy strictly below both the axis (`t = 0`) and the basal plane
(`t = π / 2`). -/
def HasEasyCone (E : ℝ → ℝ) : Prop := ∃ t, E t < E 0 ∧ E t < E (π / 2)
```

With $s=\sin^2 t\in[0,1]$, the energy is the quadratic $K_1s+K_2s^2$. At $s=0,1,\tfrac12$ it equals $0$, $K_1+K_2$ and $K_1/2+K_2/4$.

```lean
/-- The anisotropy energy vanishes along the axis, is `K1 + K2` in the basal plane, and is
`K1 / 2 + K2 / 4` at 45 degrees. -/
theorem energy_special_angles (K1 K2 : ℝ) :
    anisotropyEnergy K1 K2 0 = 0 ∧ anisotropyEnergy K1 K2 (π / 2) = K1 + K2 ∧
      anisotropyEnergy K1 K2 (π / 4) = K1 / 2 + K2 / 4 := by
  refine ⟨by simp [anisotropyEnergy], by simp [anisotropyEnergy], ?_⟩
  have h : sin (π / 4) ^ 2 = 1 / 2 := by
    rw [Real.sin_pi_div_four, div_pow, Real.sq_sqrt (by norm_num)]
    norm_num
  unfold anisotropyEnergy
  linear_combination (K1 + K2 * (sin (π / 4) ^ 2 + 1 / 2)) * h
```

For $K_2\neq0$, completing the square gives

$$E=K_2\,(s-s_*)^2-\frac{K_1^2}{4K_2},\qquad s_*=-\frac{K_1}{2K_2}.$$

```lean
/-- For `K2 ≠ 0` the energy is `K2` times the square of `sin² t - (-K1 / (2 K2))`, minus the
constant `K1² / (4 K2)`. -/
theorem energy_completed_square {K1 K2 : ℝ} (hK : K2 ≠ 0) (t : ℝ) :
    anisotropyEnergy K1 K2 t =
      K2 * (sin t ^ 2 - -K1 / (2 * K2)) ^ 2 - K1 ^ 2 / (4 * K2) := by
  unfold anisotropyEnergy
  field_simp
  ring
```

## $K_1<0$ and $-2K_2<K_1$: neither symmetric direction is stable

The slope of the energy in $s$ is $K_1$ at the axis and $K_1+2K_2$ at the plane. So if $K_1<0$, a small tilt away from the axis lowers the energy, and if $-2K_2<K_1$, a small tilt out of the plane does. Together they force $K_2>0$, which the main theorem nevertheless lists.

They place $s_*$ strictly between 0 and 1, so an angle with $\sin^2t=s_*$ exists. The lemma `exists_cone_angle` takes the two inequalities as `h2` and `h1`, derives $0\le s_*\le1$, and supplies $t=\arcsin\sqrt{s_*}$.

```lean
/-- If `-2 K2 < K1 < 0`, there is a real angle with `sin² t = -K1 / (2 K2)`. -/
theorem exists_cone_angle {K1 K2 : ℝ} (h1 : -2 * K2 < K1) (h2 : K1 < 0) :
    ∃ t, sin t ^ 2 = -K1 / (2 * K2) := by
  have hK : 0 < 2 * K2 := by linarith
  have hs0 : 0 ≤ -K1 / (2 * K2) := div_nonneg (by linarith) hK.le
  have hs1 : -K1 / (2 * K2) ≤ 1 := by
    rw [div_le_iff₀ hK]
    linarith
  refine ⟨arcsin (√(-K1 / (2 * K2))), ?_⟩
  rw [Real.sin_arcsin (by linarith [Real.sqrt_nonneg (-K1 / (2 * K2))])
    (Real.sqrt_le_one.mpr hs1), Real.sq_sqrt hs0]
```

At this angle $K_1=-2K_2s_*$, hence

$$E(t)-E(0)=-K_2s_*^2<0,\qquad E(t)-E(\pi/2)=-K_2(1-s_*)^2<0 .$$

The first difference is strict because $K_1<0$ gives $s_*>0$, the second because $-2K_2<K_1$ gives $s_*<1$.

For the converse, suppose some $t$ lies below both directions. Then

$$s(K_1+K_2s)<0,\qquad -(1-s)\bigl(K_1+K_2(1+s)\bigr)<0 .$$

Since $s\ge0$ and $1-s\ge0$, this gives $K_1+K_2s<0$ and $K_1+K_2(1+s)>0$. Subtracting yields $K_2>0$. Then $K_1<-K_2s\le0$ and $K_1>-K_2(1+s)\ge-2K_2$.

The proof of `hasEasyCone_iff` follows both directions. The step `generalize sin t ^ 2 = s` forgets the angle and keeps only the facts about $s$. In the first half, `a` and `b` are the two sign conditions, each obtained by contradiction with `nlinarith`. In the second half, `hs0` and `hs1` are the strict bounds on $s_*$, and `subst hK1` inserts $K_1=-2K_2s_*$ before the final comparison.

```lean
/-- Some angle has energy strictly below both the axis and the basal plane if and only if
`K2 > 0` and `-2 K2 < K1 < 0`. -/
theorem hasEasyCone_iff (K1 K2 : ℝ) :
    HasEasyCone (anisotropyEnergy K1 K2) ↔ 0 < K2 ∧ -2 * K2 < K1 ∧ K1 < 0 := by
  obtain ⟨e0, e1, -⟩ := energy_special_angles K1 K2
  unfold HasEasyCone
  rw [e0, e1]
  constructor
  · rintro ⟨t, h0, h1⟩
    have e : anisotropyEnergy K1 K2 t = K1 * sin t ^ 2 + K2 * (sin t ^ 2) ^ 2 := by
      unfold anisotropyEnergy
      ring
    rw [e] at h0 h1
    have hs0 : 0 ≤ sin t ^ 2 := sq_nonneg _
    have hs1 : sin t ^ 2 ≤ 1 := Real.sin_sq_le_one t
    generalize sin t ^ 2 = s at h0 h1 hs0 hs1
    -- below the axis
    have a : K1 + K2 * s < 0 := by
      by_contra h
      nlinarith [mul_nonneg hs0 (not_lt.mp h)]
    -- below the basal plane
    have b : 0 < K1 + K2 * (1 + s) := by
      by_contra h
      nlinarith [mul_nonneg (sub_nonneg.mpr hs1) (neg_nonneg.mpr (not_lt.mp h))]
    have hK : 0 < K2 := by linarith
    have c : 0 ≤ K2 * s := mul_nonneg hK.le hs0
    have d : 0 ≤ K2 * (1 - s) := mul_nonneg hK.le (sub_nonneg.mpr hs1)
    exact ⟨hK, by linarith, by linarith⟩
  · rintro ⟨hK, h1, h2⟩
    obtain ⟨t, ht⟩ := exists_cone_angle h1 h2
    have hs : 2 * K2 * sin t ^ 2 = -K1 := by
      rw [ht]
      field_simp
    have e : anisotropyEnergy K1 K2 t = K1 * sin t ^ 2 + K2 * (sin t ^ 2) ^ 2 := by
      unfold anisotropyEnergy
      ring
    refine ⟨t, ?_⟩
    rw [e]
    generalize sin t ^ 2 = s at hs
    have hs0 : 0 < s := by
      by_contra h
      nlinarith [mul_nonneg hK.le (neg_nonneg.mpr (not_lt.mp h))]
    have hs1 : 0 < 1 - s := by
      by_contra h
      nlinarith [mul_nonneg hK.le (neg_nonneg.mpr (not_lt.mp h))]
    have p : 0 < K2 * s ^ 2 := mul_pos hK (pow_pos hs0 2)
    have q : 0 < K2 * (1 - s) ^ 2 := mul_pos hK (pow_pos hs1 2)
    have hK1 : K1 = -(2 * K2 * s) := by linarith
    subst hK1
    constructor <;> nlinarith
```

If only $K_1<0$ fails, the axis has the lowest energy. If only $-2K_2<K_1$ fails, the plane does. If both fail, then $K_2\le0$, the energy is concave in $s$, and its minimum over all angles is reached at the axis or in the plane, or at both if they tie.

The same two inequalities locate the ground state. Since $K_2>0$, the completed square is smallest exactly at $s=s_*$. The proof of `minimizer_iff` compares a supposed minimizer with the cone angle `c`: if $\sin^2t\ne s_*$, the square costs positive energy. The angles $t$ and $\pi-t$ both qualify, and the azimuth is free, so the minimizing directions form a double cone.

```lean
/-- If `-2 K2 < K1 < 0`, the angles of lowest energy are exactly those with
`sin² t = -K1 / (2 K2)`. -/
theorem minimizer_iff {K1 K2 : ℝ} (h1 : -2 * K2 < K1) (h2 : K1 < 0) (t : ℝ) :
    (∀ u, anisotropyEnergy K1 K2 t ≤ anisotropyEnergy K1 K2 u) ↔
      sin t ^ 2 = -K1 / (2 * K2) := by
  have hK : 0 < K2 := by linarith
  constructor
  · intro h
    obtain ⟨c, hc⟩ := exists_cone_angle h1 h2
    have hle := h c
    rw [energy_completed_square hK.ne' t, energy_completed_square hK.ne' c, hc,
      sub_self] at hle
    by_contra hne
    -- away from the cone the square costs energy
    have hpos : 0 < (sin t ^ 2 - -K1 / (2 * K2)) ^ 2 :=
      (sq_nonneg _).lt_of_ne' (pow_ne_zero 2 (sub_ne_zero.mpr hne))
    have := mul_pos hK hpos
    linarith
  · intro ht u
    rw [energy_completed_square hK.ne' t, energy_completed_square hK.ne' u, ht, sub_self]
    have := mul_nonneg hK.le (sq_nonneg (sin u ^ 2 - -K1 / (2 * K2)))
    linarith
```

The least energy is $-K_1^2/(4K_2)$. `IsLeast` requires that this value is attained, which `c` provides, and that no angle goes below it, which holds because the square is nonnegative.

```lean
/-- If `-2 K2 < K1 < 0`, the lowest anisotropy energy over all angles is `-K1² / (4 K2)`. -/
theorem least_energy {K1 K2 : ℝ} (h1 : -2 * K2 < K1) (h2 : K1 < 0) :
    IsLeast (Set.range (anisotropyEnergy K1 K2)) (-(K1 ^ 2 / (4 * K2))) := by
  have hK : 0 < K2 := by linarith
  obtain ⟨c, hc⟩ := exists_cone_angle h1 h2
  constructor
  · refine ⟨c, ?_⟩
    rw [energy_completed_square hK.ne' c, hc, sub_self]
    ring
  · rintro _ ⟨u, rfl⟩
    rw [energy_completed_square hK.ne' u]
    have := mul_nonneg hK.le (sq_nonneg (sin u ^ 2 - -K1 / (2 * K2)))
    linarith
```

With $K_1=K_2=1$, where $K_1<0$ fails, the formula would give $s_*=-\tfrac12$, which no angle realises; the minimum is on the axis. With $K_1=-3$, $K_2=1$, where the other inequality fails, it would give $s_*=\tfrac32$, and the minimum is in the plane.

## Knowing only the axis and the plane

The two-direction calculation fixes $D=K_1+K_2$ and nothing else about the constants. Every pair therefore has a partner with the same two energies and the opposite answer. If the original pair has a cone, the partner is $(D,0)$, which has none because its second constant is not positive. If it has no cone, take $K_2'=|D|+1$ and $K_1'=D-K_2'$. Then $K_1'<0$ and $K_1'+2K_2'=D+|D|+1>0$, so the partner has one.

The proof splits on the same two cases and passes each partner to `hasEasyCone_iff`.

```lean
/-- For any anisotropy constants there are others with the same energies along the axis and in
the basal plane, but with the opposite answer to whether some angle lies below both. -/
theorem two_axes_do_not_decide (K1 K2 : ℝ) :
    ∃ L1 L2, anisotropyEnergy L1 L2 0 = anisotropyEnergy K1 K2 0 ∧
      anisotropyEnergy L1 L2 (π / 2) = anisotropyEnergy K1 K2 (π / 2) ∧
      (HasEasyCone (anisotropyEnergy L1 L2) ↔ ¬ HasEasyCone (anisotropyEnergy K1 K2)) := by
  by_cases h : HasEasyCone (anisotropyEnergy K1 K2)
  · -- put the whole energy difference into the first constant
    refine ⟨K1 + K2, 0, ?_, ?_, ?_⟩
    · rw [(energy_special_angles _ _).1, (energy_special_angles _ _).1]
    · rw [(energy_special_angles _ _).2.1, (energy_special_angles _ _).2.1, add_zero]
    · refine iff_of_false (fun hc => ?_) (not_not_intro h)
      exact lt_irrefl _ ((hasEasyCone_iff _ _).mp hc).1
  · -- a large second constant digs a cone at fixed energy difference
    refine ⟨K1 + K2 - (|K1 + K2| + 1), |K1 + K2| + 1, ?_, ?_, ?_⟩
    · rw [(energy_special_angles _ _).1, (energy_special_angles _ _).1]
    · rw [(energy_special_angles _ _).2.1, (energy_special_angles _ _).2.1, sub_add_cancel]
    · refine iff_of_true ((hasEasyCone_iff _ _).mpr ?_) h
      have a := le_abs_self (K1 + K2)
      have b := neg_abs_le (K1 + K2)
      have c := abs_nonneg (K1 + K2)
      exact ⟨by linarith, by linarith, by linarith⟩
```

For example, $(0,0)$ and $(-1,1)$ both give zero at the axis and in the plane, but the second has energy $-\tfrac14$ at 45 degrees.

## No angular term beyond fourth order

The hypothesis `hE` says that the energy is an unknown isotropic offset $K_0$ plus the two-constant form. The offset stands for everything in a total energy that does not depend on the magnetization direction. Under this hypothesis, one further energy at 45 degrees decides the question. Inserting the values at the three angles,

$$4E(\pi/4)<3E(0)+E(\pi/2)\iff K_1<0,$$
$$4E(\pi/4)<E(0)+3E(\pi/2)\iff -2K_2<K_1 .$$

Each inequality tests one edge of the window. In the proof, `key` removes the offset from the comparisons, `hasEasyCone_iff` brings in the window, and `linarith` does the linear algebra.

```lean
/-- For a two-constant uniaxial anisotropy energy `K1 sin² t + K2 sin⁴ t` plus any constant offset
`K0`, two inequalities between the energies at 0, 45 and 90 degrees decide whether some angle lies
strictly below both the axis and the basal plane. -/
theorem three_angle_test {E : ℝ → ℝ} {K0 K1 K2 : ℝ}
    (hE : ∀ t, E t = K0 + anisotropyEnergy K1 K2 t) :
    HasEasyCone E ↔
      4 * E (π / 4) < 3 * E 0 + E (π / 2) ∧ 4 * E (π / 4) < E 0 + 3 * E (π / 2) := by
  have key : HasEasyCone E ↔ HasEasyCone (anisotropyEnergy K1 K2) := by
    simp only [HasEasyCone, hE, add_lt_add_iff_left]
  obtain ⟨e0, e1, e2⟩ := energy_special_angles K1 K2
  rw [key, hasEasyCone_iff, hE 0, hE (π / 2), hE (π / 4), e0, e1, e2]
  constructor
  · rintro ⟨-, h1, h2⟩
    constructor <;> linarith
  · rintro ⟨h1, h2⟩
    exact ⟨by linarith, by linarith, by linarith⟩

end

end EasyConeAnisotropy
```

```lean
#print axioms EasyConeAnisotropy.hasEasyCone_iff
#print axioms EasyConeAnisotropy.least_energy
#print axioms EasyConeAnisotropy.two_axes_do_not_decide
#print axioms EasyConeAnisotropy.three_angle_test
```

```
'EasyConeAnisotropy.hasEasyCone_iff' depends on axioms: [propext, Classical.choice, Quot.sound]
'EasyConeAnisotropy.least_energy' depends on axioms: [propext, Classical.choice, Quot.sound]
'EasyConeAnisotropy.two_axes_do_not_decide' depends on axioms: [propext, Classical.choice, Quot.sound]
'EasyConeAnisotropy.three_angle_test' depends on axioms: [propext, Classical.choice, Quot.sound]
```

The test can fail once a sixth-order term is allowed. The energy $\tfrac12\sin^2t-\tfrac32\sin^4t+\sin^6t=s(s-\tfrac12)(s-1)$ vanishes at all three angles, so both inequalities are false, yet it is negative for $\tfrac12<s<1$.
